# In static fields, semiclassical flow weighted by $1+B\cdot\Omega$ is divergence free when $B$ and $\Omega$ are

## An electron wave packet in a band with Berry curvature

An electron wave packet in a crystal moves under an electric field $F$ and a magnetic field $B$. If its band has Berry curvature $\Omega$, its velocity can differ from the band velocity $v=\nabla_k\varepsilon$, where $\varepsilon(k)$ is the band energy. With $\hbar=e=1$ and electron charge $-1$, position $r$ and crystal momentum $k$ obey

$$k'=-F-r'\times B,\qquad r'=v-k'\times\Omega .$$

Each velocity appears in the equation for the other. What are they separately, and does the motion still conserve a phase-space volume? Write $D=1+B\cdot\Omega$. The answer to the second question involves the velocities multiplied by $D$. In semiclassical transport of independent electrons in a single band, this factor weights phase-space integrals.

## Separating the two velocities

Dot the first equation with $B$ and the second with $\Omega$. The cross products drop out:

$$k'\cdot B=-F\cdot B,\qquad r'\cdot\Omega=v\cdot\Omega .$$

Now insert the second equation of motion in the first and use $(a\times b)\times c=(a\cdot c)\,b-(b\cdot c)\,a$:

$$k'=-F-v\times B+(k'\times\Omega)\times B=-F-v\times B+(k'\cdot B)\,\Omega-(B\cdot\Omega)\,k'.$$

Moving the last term to the left gives

$$D\,k'=-F-v\times B-(F\cdot B)\,\Omega .$$

Inserting the first equation in the second gives, in the same way,

$$r'=v+F\times\Omega+(r'\cdot\Omega)\,B-(B\cdot\Omega)\,r',\qquad D\,r'=v+F\times\Omega+(v\cdot\Omega)\,B .$$

Nothing was divided by $D$, so both identities hold for every solution, even where $D=0$.

For the converse, let $D\neq0$ and define the velocities by these formulas. Then

$$D(-F-r'\times B)=-DF-v\times B-(F\times\Omega)\times B=-F-v\times B-(F\cdot B)\,\Omega=D\,k',$$

$$D(v-k'\times\Omega)=Dv+F\times\Omega+(v\times B)\times\Omega=v+F\times\Omega+(v\cdot\Omega)\,B=D\,r'.$$

Cancelling $D$ recovers the equations of motion.

Power balance follows from two more dot products. The first equation with $r'$ gives $k'\cdot r'=-F\cdot r'$, and the second with $k'$ gives $r'\cdot k'=v\cdot k'$. Hence $v\cdot k'=-F\cdot r'$: band energy changes at the rate at which the electric field does work.

## Numbers for one wave packet

Take $F=B=\Omega=(0,0,1)$ and $v=(2,4,3)$. Then $D=2$ and $v\times B=(4,-2,0)$, so

$$2k'=(-4,2,-2),\quad k'=(-2,1,-1),\qquad 2r'=(2,4,6),\quad r'=(1,2,3).$$

As a check, $r'\times B=(2,-1,0)$ and $k'\times\Omega=(1,2,0)$, which reproduce both equations. The power is $v\cdot k'=-3=-F\cdot r'$.

## Divergence of the weighted flow

Let $a$, $b$ and $s$ be constant, $f$ a $C^2$ function and $W$ a differentiable field. With components numbered $0,1,2$,

$$\nabla\cdot(\nabla f\times b)=\partial_0(\partial_1f\,b_2-\partial_2f\,b_1)+\partial_1(\partial_2f\,b_0-\partial_0f\,b_2)+\partial_2(\partial_0f\,b_1-\partial_1f\,b_0)=0,$$

because mixed second derivatives agree. Therefore $\nabla\cdot(a+\nabla f\times b+sW)=s\,\nabla\cdot W$.

For constant $F$ and $B$, the formula for $D\,k'$ has this form with $a=-F$, $f=\varepsilon$, $b=-B$, $s=-F\cdot B$ and $W=\Omega$. Thus

$$\nabla_k\cdot(D\,k')=-(F\cdot B)\,\nabla_k\cdot\Omega ,$$

which vanishes for divergence-free curvature.

Now let $F=\nabla\varphi(r)$, where $\varphi$ is the electron's potential energy, and let $B$ depend on $r$. At fixed $k$, the formula for $D\,r'$ has the same form with $a=v$, $f=\varphi$, $b=\Omega$, $s=v\cdot\Omega$ and $W=B$. At fixed $r$ the previous result applies. Together,

$$\nabla_r\cdot(D\,r')+\nabla_k\cdot(D\,k')=(v\cdot\Omega)\,\nabla_r\cdot B-(F\cdot B)\,\nabla_k\cdot\Omega=0$$

when both fields are divergence free.

## The weight belongs inside the divergence

The unweighted field $k'$ is generally not divergence free. Keep $F=B=(0,0,1)$ and $v=(2,4,3)$, which is the gradient of a linear band energy, but let $\Omega=(0,0,k_0^2)$. Neither this energy nor this curvature is periodic in $k$, so they can model a crystal band only in a limited region of $k$. Then

$$k'=\left(\frac{-4}{1+k_0^2},\frac{2}{1+k_0^2},-1\right),\qquad \nabla_k\cdot k'=\frac{8k_0}{(1+k_0^2)^2},$$

which equals $2$ at $k_0=1$. The weighted field $D\,k'=(-4,2,-1-k_0^2)$ has divergence zero.

## What the Lean statements say

A `Vec` is a function `Fin 3 → ℝ`, used for positions, momenta and fields alike. The symbols `⨯₃`, `⬝ᵥ` and `•` are the cross product, the dot product and multiplication by a scalar. `grad` and `divergence` are built from partial derivatives, obtained by applying Fréchet derivatives to coordinate unit vectors.

`EquationsOfMotion F B Ω v r' k'` is the coupled pair at one instant. The primes belong to the names: `r'` and `k'` are vectors satisfying two algebraic equations, with no trajectory being differentiated. `decoupled_velocities`, `equations_of_decoupled` and `power_balance` concern such vectors.

In `divergence_momentum_flow` the velocities are functions of $k$, and in `liouville` functions of $r$ and $k$. The equations are assumed at every point, with `grad ε` as the band velocity. What the docstring of `liouville` calls the force `F` is the electric field, the force on a unit positive charge; the electric force on the electron is $-F=-\nabla\varphi$. The scalar functions are $C^2$; `Ω`, and in `liouville` also `B`, are differentiable everywhere. No smoothness of the velocities is assumed.

Liouville's theorem usually says that a flow preserves phase-space volume. `liouville` proves the local condition behind it, zero divergence of the weighted velocity field, and constructs no flow.

The hypothesis `divB` is the absence of magnetic charge. The hypothesis `divΩ` is assumed and not derived from Bloch states; it stands for a band without degeneracy points, which can act as sources of Berry curvature. The singular curvature at a Weyl point is excluded already by differentiability. The model has one band and static fields, and $\varepsilon$ depends on $k$ alone. It can include the energy of the orbital magnetic moment when $B$ is uniform, but not in general when $B$ varies with $r$.

## The file and its proofs

```lean
import Mathlib

open scoped Matrix

namespace SemiclassicalDynamics

noncomputable section

/-- Real three-component vectors, used for positions, crystal momenta and fields. -/
abbrev Vec := Fin 3 → ℝ

/-- The gradient of a scalar function, the vector of its partial derivatives. -/
def grad (f : Vec → ℝ) (x : Vec) : Vec :=
  fun i => fderiv ℝ f x (Pi.single i 1)

/-- The divergence of a vector field, the sum of the partial derivatives `∂W_i/∂x_i`. -/
def divergence (W : Vec → Vec) (x : Vec) : ℝ :=
  ∑ i, fderiv ℝ (fun y => W y i) x (Pi.single i 1)

/-- The coupled semiclassical equations `k' = -F - r' × B` and `r' = v - k' × Ω` for a wave
packet with band velocity `v` and Berry curvature `Ω`. -/
def EquationsOfMotion (F B Ω v r' k' : Vec) : Prop :=
  k' = -F - r' ⨯₃ B ∧ r' = v - k' ⨯₃ Ω

/-- Two vectors are equal exactly when their three components agree. -/
theorem vec_eq_iff {a b : Vec} : a = b ↔ a 0 = b 0 ∧ a 1 = b 1 ∧ a 2 = b 2 := by
  constructor
  · rintro rfl
    exact ⟨rfl, rfl, rfl⟩
  · rintro ⟨h0, h1, h2⟩
    funext i
    fin_cases i
    exacts [h0, h1, h2]

/-- Every solution of the coupled equations satisfies
`(1 + B·Ω) k' = -F - v × B - (F·B) Ω` and `(1 + B·Ω) r' = v + F × Ω + (v·Ω) B`. -/
theorem decoupled_velocities {F B Ω v r' k' : Vec} (h : EquationsOfMotion F B Ω v r' k') :
    (1 + B ⬝ᵥ Ω) • k' = -F - v ⨯₃ B - (F ⬝ᵥ B) • Ω ∧
    (1 + B ⬝ᵥ Ω) • r' = v + F ⨯₃ Ω + (v ⬝ᵥ Ω) • B := by
  simp only [EquationsOfMotion, vec_eq_iff, cross_apply, dotProduct, Fin.sum_univ_three,
    Pi.add_apply, Pi.sub_apply, Pi.neg_apply, Pi.smul_apply, smul_eq_mul,
    Matrix.cons_val_zero, Matrix.cons_val_one, Matrix.cons_val] at h ⊢
  obtain ⟨⟨K0, K1, K2⟩, R0, R1, R2⟩ := h
  -- insert one equation in the other, then use `k'·B = -F·B` and `r'·Ω = v·Ω`
  refine ⟨⟨?_, ?_, ?_⟩, ?_, ?_, ?_⟩
  · linear_combination K0 - (R1 * B 2 - R2 * B 1) + Ω 0 * (K0 * B 0 + K1 * B 1 + K2 * B 2)
  · linear_combination K1 - (R2 * B 0 - R0 * B 2) + Ω 1 * (K0 * B 0 + K1 * B 1 + K2 * B 2)
  · linear_combination K2 - (R0 * B 1 - R1 * B 0) + Ω 2 * (K0 * B 0 + K1 * B 1 + K2 * B 2)
  · linear_combination R0 - (K1 * Ω 2 - K2 * Ω 1) + B 0 * (R0 * Ω 0 + R1 * Ω 1 + R2 * Ω 2)
  · linear_combination R1 - (K2 * Ω 0 - K0 * Ω 2) + B 1 * (R0 * Ω 0 + R1 * Ω 1 + R2 * Ω 2)
  · linear_combination R2 - (K0 * Ω 1 - K1 * Ω 0) + B 2 * (R0 * Ω 0 + R1 * Ω 1 + R2 * Ω 2)

/-- Conversely, if `1 + B·Ω` is nonzero, velocities given by the decoupled formulas solve the
coupled equations of motion. -/
theorem equations_of_decoupled {F B Ω v r' k' : Vec} (hD : 1 + B ⬝ᵥ Ω ≠ 0)
    (hk : (1 + B ⬝ᵥ Ω) • k' = -F - v ⨯₃ B - (F ⬝ᵥ B) • Ω)
    (hr : (1 + B ⬝ᵥ Ω) • r' = v + F ⨯₃ Ω + (v ⬝ᵥ Ω) • B) :
    EquationsOfMotion F B Ω v r' k' := by
  simp only [EquationsOfMotion, vec_eq_iff, cross_apply, dotProduct, Fin.sum_univ_three,
    Pi.add_apply, Pi.sub_apply, Pi.neg_apply, Pi.smul_apply, smul_eq_mul,
    Matrix.cons_val_zero, Matrix.cons_val_one, Matrix.cons_val] at hD hk hr ⊢
  obtain ⟨P0, P1, P2⟩ := hk
  obtain ⟨Q0, Q1, Q2⟩ := hr
  -- each equation is checked after multiplication by `1 + B·Ω`
  refine ⟨⟨?_, ?_, ?_⟩, ?_, ?_, ?_⟩ <;> apply mul_left_cancel₀ hD
  · linear_combination P0 + (Q1 * B 2 - Q2 * B 1)
  · linear_combination P1 + (Q2 * B 0 - Q0 * B 2)
  · linear_combination P2 + (Q0 * B 1 - Q1 * B 0)
  · linear_combination Q0 + (P1 * Ω 2 - P2 * Ω 1)
  · linear_combination Q1 + (P2 * Ω 0 - P0 * Ω 2)
  · linear_combination Q2 + (P0 * Ω 1 - P1 * Ω 0)

/-- Power balance: every solution of the coupled equations satisfies `v·k' = -F·r'`. -/
theorem power_balance {F B Ω v r' k' : Vec} (h : EquationsOfMotion F B Ω v r' k') :
    v ⬝ᵥ k' = -(F ⬝ᵥ r') := by
  simp only [EquationsOfMotion, vec_eq_iff, cross_apply, dotProduct, Fin.sum_univ_three,
    Pi.sub_apply, Pi.neg_apply,
    Matrix.cons_val_zero, Matrix.cons_val_one, Matrix.cons_val] at h ⊢
  obtain ⟨⟨K0, K1, K2⟩, R0, R1, R2⟩ := h
  linear_combination K0 * r' 0 + K1 * r' 1 + K2 * r' 2 - R0 * k' 0 - R1 * k' 1 - R2 * k' 2

/-- For constant `a`, `b`, `s`, a twice continuously differentiable `f` and a field `W`
differentiable at `x`, the divergence of `a + grad f × b + s W` at `x` is `s div W`. -/
theorem divergence_grad_cross (a b : Vec) (s : ℝ) {f : Vec → ℝ} {W : Vec → Vec} {x : Vec}
    (hf : ContDiff ℝ 2 f) (hW : DifferentiableAt ℝ W x) :
    divergence (fun y => a + grad f y ⨯₃ b + s • W y) x = s * divergence W x := by
  obtain ⟨H, hH⟩ : ∃ H, HasFDerivAt (fderiv ℝ f) H x :=
    ⟨_, ((hf.fderiv_right (m := 1) one_add_one_eq_two.le).differentiable
      (by norm_num) x).hasFDerivAt⟩
  -- mixed second derivatives agree
  have S : ∀ u w : Vec, H u w = H w u := fun u w =>
    second_derivative_symmetric
      (fun y => (hf.differentiable (by norm_num) y).hasFDerivAt) hH u w
  have hg : ∀ i, HasFDerivAt (fun y => grad f y i)
      ((ContinuousLinearMap.apply ℝ ℝ (Pi.single i 1 : Vec)).comp H) x := fun i =>
    (ContinuousLinearMap.apply ℝ ℝ (Pi.single i 1 : Vec)).hasFDerivAt.comp x hH
  have hWi : ∀ i, HasFDerivAt (fun y => W y i) (fderiv ℝ (fun y => W y i) x) x :=
    fun i => (differentiableAt_pi.1 hW i).hasFDerivAt
  have key : ∀ i j l : Fin 3,
      fderiv ℝ (fun y => a i + (grad f y j * b l - grad f y l * b j) + s * W y i) x
        (Pi.single i 1) =
      H (Pi.single i 1) (Pi.single j 1) * b l - H (Pi.single i 1) (Pi.single l 1) * b j
        + s * fderiv ℝ (fun y => W y i) x (Pi.single i 1) := by
    intro i j l
    have h : HasFDerivAt
        (fun y => a i + (grad f y j * b l - grad f y l * b j) + s * W y i) _ x :=
      ((((hg j).mul_const (b l)).sub ((hg l).mul_const (b j))).const_add (a i)).add
        ((hWi i).const_mul s)
    rw [h.fderiv]
    simp [mul_comm]
  have e0 : (fun y => (a + grad f y ⨯₃ b + s • W y) 0) =
      fun y => a 0 + (grad f y 1 * b 2 - grad f y 2 * b 1) + s * W y 0 := by
    funext y
    simp [cross_apply]
    rfl
  have e1 : (fun y => (a + grad f y ⨯₃ b + s • W y) 1) =
      fun y => a 1 + (grad f y 2 * b 0 - grad f y 0 * b 2) + s * W y 1 := by
    funext y
    simp [cross_apply]
    rfl
  have e2 : (fun y => (a + grad f y ⨯₃ b + s • W y) 2) =
      fun y => a 2 + (grad f y 0 * b 1 - grad f y 1 * b 0) + s * W y 2 := by
    funext y
    simp [cross_apply]
    rfl
  simp only [divergence, Fin.sum_univ_three]
  rw [e0, e1, e2, key 0 1 2, key 1 2 0, key 2 0 1]
  linear_combination b 2 * S (Pi.single 0 1) (Pi.single 1 1)
    - b 1 * S (Pi.single 0 1) (Pi.single 2 1) + b 0 * S (Pi.single 1 1) (Pi.single 2 1)

/-- For constant `F` and `B`, a twice continuously differentiable band energy `ε` and a
differentiable Berry curvature, if the velocities solve the equations of motion at every `k`, then
the `k`-divergence of `(1 + B·Ω) k'` is `-(F·B) div Ω`. -/
theorem divergence_momentum_flow (F B : Vec) {ε : Vec → ℝ} {Ω r' k' : Vec → Vec}
    (hε : ContDiff ℝ 2 ε) (hΩ : Differentiable ℝ Ω)
    (h : ∀ k, EquationsOfMotion F B (Ω k) (grad ε k) (r' k) (k' k)) (k : Vec) :
    divergence (fun q => (1 + B ⬝ᵥ Ω q) • k' q) k = -(F ⬝ᵥ B) * divergence Ω k := by
  have e : (fun q => (1 + B ⬝ᵥ Ω q) • k' q) =
      fun q => -F + grad ε q ⨯₃ (-B) + (-(F ⬝ᵥ B)) • Ω q := by
    funext q
    rw [(decoupled_velocities (h q)).1]
    simp only [map_neg, neg_smul]
    abel
  rw [e, divergence_grad_cross _ _ _ hε (hΩ k)]

/-- Liouville's theorem with phase-space weight `1 + B·Ω`: for a static force `F = grad φ(r)`, with
`φ` and the band energy `ε(k)` twice continuously differentiable, and differentiable divergence-free
`B(r)` and `Ω(k)`, if the velocities solve the equations of motion at every `(r, k)`, then the
weighted phase-space velocity field is divergence free. -/
theorem liouville {φ ε : Vec → ℝ} {B Ω : Vec → Vec} {r' k' : Vec → Vec → Vec}
    (hφ : ContDiff ℝ 2 φ) (hε : ContDiff ℝ 2 ε)
    (hB : Differentiable ℝ B) (hΩ : Differentiable ℝ Ω)
    (divB : ∀ r, divergence B r = 0) (divΩ : ∀ k, divergence Ω k = 0)
    (h : ∀ r k, EquationsOfMotion (grad φ r) (B r) (Ω k) (grad ε k) (r' r k) (k' r k))
    (r k : Vec) :
    divergence (fun x => (1 + B x ⬝ᵥ Ω k) • r' x k) r +
      divergence (fun q => (1 + B r ⬝ᵥ Ω q) • k' r q) k = 0 := by
  have e : (fun x => (1 + B x ⬝ᵥ Ω k) • r' x k) =
      fun x => grad ε k + grad φ x ⨯₃ Ω k + (grad ε k ⬝ᵥ Ω k) • B x :=
    funext fun x => (decoupled_velocities (h x k)).2
  rw [e, divergence_grad_cross _ _ _ hφ (hB r),
    divergence_momentum_flow (grad φ r) (B r) hε hΩ (h r) k, divB, divΩ]
  ring

/-- The curvature `Ω = (0, 0, k_x²)` is differentiable and divergence free, and for
`F = B = (0, 0, 1)` and any band velocity `v` the displayed velocities solve the equations. -/
theorem equationsOfMotion_witness :
    Differentiable ℝ (fun k : Vec => (![0, 0, k 0 ^ 2] : Vec)) ∧
    (∀ k, divergence (fun q : Vec => ![0, 0, q 0 ^ 2]) k = 0) ∧
    ∀ v k : Vec, EquationsOfMotion ![0, 0, 1] ![0, 0, 1] ![0, 0, k 0 ^ 2] v
      ![v 0 / (1 + k 0 ^ 2), v 1 / (1 + k 0 ^ 2), v 2]
      ![-v 1 / (1 + k 0 ^ 2), v 0 / (1 + k 0 ^ 2), -1] := by
  refine ⟨?_, ?_, ?_⟩
  · refine differentiable_pi.2 fun i => ?_
    fin_cases i
    · exact differentiable_const (0 : ℝ)
    · exact differentiable_const (0 : ℝ)
    · change Differentiable ℝ (fun k : Vec => k 0 ^ 2)
      fun_prop
  · intro k
    have h : HasFDerivAt (fun q : Vec => q 0 ^ 2) _ k :=
      (hasFDerivAt_apply (𝕜 := ℝ) (0 : Fin 3) k).pow 2
    -- the only nonzero component does not depend on `k_z`
    have h2 : fderiv ℝ (fun q : Vec => q 0 ^ 2) k (Pi.single 2 1) = 0 := by
      rw [h.fderiv]
      simp
    simp [divergence, Fin.sum_univ_three, h2]
  · intro v k
    have hD : 1 + k 0 ^ 2 ≠ 0 := by positivity
    simp only [EquationsOfMotion, vec_eq_iff, cross_apply, Pi.sub_apply, Pi.neg_apply,
      Matrix.cons_val_zero, Matrix.cons_val_one, Matrix.cons_val]
    refine ⟨⟨by ring, by ring, by ring⟩, ?_, ?_, by ring⟩ <;> field_simp <;> ring

end

end SemiclassicalDynamics
```

```lean
#print axioms SemiclassicalDynamics.equations_of_decoupled
-- 'SemiclassicalDynamics.equations_of_decoupled' depends on axioms: [propext, Classical.choice, Quot.sound]
#print axioms SemiclassicalDynamics.power_balance
-- 'SemiclassicalDynamics.power_balance' depends on axioms: [propext, Classical.choice, Quot.sound]
#print axioms SemiclassicalDynamics.liouville
-- 'SemiclassicalDynamics.liouville' depends on axioms: [propext, Classical.choice, Quot.sound]
```

The algebraic proofs use `vec_eq_iff` to split vector equations into components. In `decoupled_velocities`, `K0`, `K1`, `K2` are the components of the first equation of motion and `R0`, `R1`, `R2` those of the second. The first `linear_combination` takes `K0`, inserts the second equation through `R1 * B 2 - R2 * B 1`, and adds `Ω 0` times the first equation dotted with $B$. These are the substitution and the projection made above, and the other five lines follow the same pattern.

`equations_of_decoupled` multiplies each desired component by $D$, which `mul_left_cancel₀ hD` permits, and then combines the two formulas. `power_balance` subtracts the second equation dotted with `k'` from the first dotted with `r'`.

In `divergence_grad_cross`, `H` is the second derivative of `f` at `x`, and `S` states its symmetry. The step `key` differentiates one component of the field; the equalities `e0`, `e1` and `e2` put the three components in the shape it needs. The final `linear_combination` uses `S` three times, once for each cancelling pair of mixed derivatives.

`divergence_momentum_flow` rewrites the weighted velocity by the decoupled formula and applies that lemma. `liouville` does the same for the position part, uses `divergence_momentum_flow` for the momentum part, and inserts the two zero divergences.

`equationsOfMotion_witness` treats the curvature $(0,0,k_0^2)$ used above, for any band velocity. Its third component does not depend on $k_2$, so its divergence is zero. Since $1+k_0^2$ is positive, `field_simp` can clear the denominators and `ring` finishes the check.
